# In a real orbital basis, time-reversal-invariant Hermitian two-component matrices have a real symmetric charge part and imaginary antisymmetric spin parts

**Q:** Take one orbital. A Hermitian matrix is then $D=d_0 1+d_1\sigma_x+d_2\sigma_y+d_3\sigma_z$ with real numbers $d_k$. Time reversal flips the spin, so invariance forces $d_1=d_2=d_3=0$. Why not claim that the spin parts always vanish?

**A:** With two orbitals, the orbital factor can undo the flip. In $\sigma_z\otimes\sigma_y$ the spin factor changes sign, but so does the orbital factor, because $\overline{\sigma_y}=-\sigma_y$. The product survives.

**Q:** Then fix the conventions.

**A:** Write $\sigma_0=1$ and $\sigma_1,\sigma_2,\sigma_3=\sigma_x,\sigma_y,\sigma_z$. In Lean these are `pauli 0` to `pauli 3`.

```lean
import Mathlib

open Matrix
open scoped Kronecker

namespace KramersDensityMatrix

noncomputable section

/-- The unit matrix and the three Pauli matrices, numbered 0, 1, 2, 3. -/
def pauli : Fin 4 → Matrix (Fin 2) (Fin 2) ℂ :=
  ![!![1, 0; 0, 1], !![0, 1; 1, 0], !![0, -Complex.I; Complex.I, 0], !![1, 0; 0, -1]]
```

The type `n` labels orbitals, and a row of $D$ is a pair (spin, orbital) with spin 0 or 1. `assemble` forms $\sum_k\sigma_k\otimes D_k$.

```lean
variable {n : Type*}

/-- The two-component matrix `∑ₖ σₖ ⊗ dₖ` built from four orbital matrices. -/
def assemble (d : Fin 4 → Matrix n n ℂ) : Matrix (Fin 2 × n) (Fin 2 × n) ℂ :=
  ∑ k, pauli k ⊗ₖ d k
```

**Q:** How do you recover the $D_k$?

**A:** From the spin blocks $D^{st}$ of the sum:

$$D^{00}=D_0+D_3,\quad D^{01}=D_1-iD_2,\quad D^{10}=D_1+iD_2,\quad D^{11}=D_0-D_3.$$

Solving gives

$$D_0=\tfrac12(D^{00}+D^{11}),\quad D_1=\tfrac12(D^{01}+D^{10}),\quad D_2=\tfrac i2(D^{01}-D^{10}),\quad D_3=\tfrac12(D^{00}-D^{11}).$$

`component` is this solution. `timeSign` is $\varepsilon_0=1$ and $\varepsilon_k=-1$ for $k\ge1$.

```lean
/-- The charge component (number 0) and the three spin components of a two-component
matrix, read off from its spin blocks. -/
def component (D : Matrix (Fin 2 × n) (Fin 2 × n) ℂ) : Fin 4 → Matrix n n ℂ :=
  ![Matrix.of fun i j => (D (0, i) (0, j) + D (1, i) (1, j)) / 2,
    Matrix.of fun i j => (D (0, i) (1, j) + D (1, i) (0, j)) / 2,
    Matrix.of fun i j => Complex.I * (D (0, i) (1, j) - D (1, i) (0, j)) / 2,
    Matrix.of fun i j => (D (0, i) (0, j) - D (1, i) (1, j)) / 2]

/-- The sign of a Pauli matrix under time reversal: the unit matrix is even, the spin is odd. -/
def timeSign (k : Fin 4) : ℂ := if k = 0 then 1 else -1

/-- The entries of the unit matrix and of the three Pauli matrices. -/
theorem pauli_entries :
    (pauli 0 0 0 = 1 ∧ pauli 0 0 1 = 0 ∧ pauli 0 1 0 = 0 ∧ pauli 0 1 1 = 1) ∧
    (pauli 1 0 0 = 0 ∧ pauli 1 0 1 = 1 ∧ pauli 1 1 0 = 1 ∧ pauli 1 1 1 = 0) ∧
    (pauli 2 0 0 = 0 ∧ pauli 2 0 1 = -Complex.I ∧ pauli 2 1 0 = Complex.I ∧ pauli 2 1 1 = 0) ∧
    (pauli 3 0 0 = 1 ∧ pauli 3 0 1 = 0 ∧ pauli 3 1 0 = 0 ∧ pauli 3 1 1 = -1) :=
  ⟨⟨rfl, rfl, rfl, rfl⟩, ⟨rfl, rfl, rfl, rfl⟩, ⟨rfl, rfl, rfl, rfl⟩, ⟨rfl, rfl, rfl, rfl⟩⟩
```

The next proof computes the four blocks in `blocks`, then checks the inversion in both directions, using $i^2=-1$. This gives existence and uniqueness for any $D$, Hermitian or not.

```lean
/-- Every two-component matrix has exactly one expansion `∑ₖ σₖ ⊗ dₖ`, and its
coefficients are the charge and spin components. -/
theorem assemble_eq_iff {d : Fin 4 → Matrix n n ℂ} {D : Matrix (Fin 2 × n) (Fin 2 × n) ℂ} :
    assemble d = D ↔ d = component D := by
  -- the four spin blocks of an expansion
  have blocks : ∀ (d : Fin 4 → Matrix n n ℂ) (i j : n),
      assemble d (0, i) (0, j) = d 0 i j + d 3 i j ∧
      assemble d (0, i) (1, j) = d 1 i j - Complex.I * d 2 i j ∧
      assemble d (1, i) (0, j) = d 1 i j + Complex.I * d 2 i j ∧
      assemble d (1, i) (1, j) = d 0 i j - d 3 i j := by
    intro d i j
    refine ⟨?_, ?_, ?_, ?_⟩ <;>
      simp [assemble, pauli_entries, Matrix.sum_apply, Matrix.kroneckerMap_apply,
        Fin.sum_univ_four] <;>
      ring
  constructor
  · rintro rfl
    funext k
    ext i j
    obtain ⟨a, b, c, e⟩ := blocks d i j
    have h0 : d 0 i j = (assemble d (0, i) (0, j) + assemble d (1, i) (1, j)) / 2 := by
      rw [a, e]; ring
    have h1 : d 1 i j = (assemble d (0, i) (1, j) + assemble d (1, i) (0, j)) / 2 := by
      rw [b, c]; ring
    have h2 : d 2 i j =
        Complex.I * (assemble d (0, i) (1, j) - assemble d (1, i) (0, j)) / 2 := by
      rw [b, c]; linear_combination (d 2 i j) * Complex.I_sq
    have h3 : d 3 i j = (assemble d (0, i) (0, j) - assemble d (1, i) (1, j)) / 2 := by
      rw [a, e]; ring
    fin_cases k
    exacts [h0, h1, h2, h3]
  · rintro rfl
    ext ⟨s, i⟩ ⟨t, j⟩
    obtain ⟨a, b, c, e⟩ := blocks (component D) i j
    have h00 : assemble (component D) (0, i) (0, j) = D (0, i) (0, j) := by
      rw [a]
      change (D (0, i) (0, j) + D (1, i) (1, j)) / 2
        + (D (0, i) (0, j) - D (1, i) (1, j)) / 2 = _
      ring
    have h01 : assemble (component D) (0, i) (1, j) = D (0, i) (1, j) := by
      rw [b]
      change (D (0, i) (1, j) + D (1, i) (0, j)) / 2
        - Complex.I * (Complex.I * (D (0, i) (1, j) - D (1, i) (0, j)) / 2) = _
      linear_combination (-(D (0, i) (1, j) - D (1, i) (0, j)) / 2) * Complex.I_sq
    have h10 : assemble (component D) (1, i) (0, j) = D (1, i) (0, j) := by
      rw [c]
      change (D (0, i) (1, j) + D (1, i) (0, j)) / 2
        + Complex.I * (Complex.I * (D (0, i) (1, j) - D (1, i) (0, j)) / 2) = _
      linear_combination ((D (0, i) (1, j) - D (1, i) (0, j)) / 2) * Complex.I_sq
    have h11 : assemble (component D) (1, i) (1, j) = D (1, i) (1, j) := by
      rw [e]
      change (D (0, i) (0, j) + D (1, i) (1, j)) / 2
        - (D (0, i) (0, j) - D (1, i) (1, j)) / 2 = _
      ring
    fin_cases s <;> fin_cases t
    exacts [h00, h01, h10, h11]
```

**Q:** And if $D$ is Hermitian?

**A:** The Pauli matrices are Hermitian, so $D=D^\dagger=\sum_k\sigma_k\otimes D_k^\dagger$. Uniqueness gives $D_k^\dagger=D_k$, and the proof takes the same route.

```lean
/-- The charge and spin components of a Hermitian matrix are Hermitian. -/
theorem component_isHermitian {D : Matrix (Fin 2 × n) (Fin 2 × n) ℂ}
    (hD : D.IsHermitian) (k : Fin 4) : (component D k).IsHermitian := by
  have hp : ∀ k, (pauli k)ᴴ = pauli k := by
    intro k
    ext s t
    fin_cases k <;> fin_cases s <;> fin_cases t <;> simp [pauli_entries]
  -- the adjoint components also expand D, so they are the components
  have h : assemble (fun k => (component D k)ᴴ) = D := by
    calc assemble (fun k => (component D k)ᴴ) = (assemble (component D))ᴴ := by
          simp only [assemble, Matrix.conjTranspose_sum, Matrix.conjTranspose_kronecker, hp]
      _ = D := by
          rw [(assemble_eq_iff.2 rfl : assemble (component D) = D)]
          exact hD
  exact congrFun (assemble_eq_iff.1 h) k

/-- A Hermitian two-component matrix is `∑ₖ σₖ ⊗ dₖ` for exactly one family of
Hermitian orbital matrices. -/
theorem hermitian_existsUnique {D : Matrix (Fin 2 × n) (Fin 2 × n) ℂ} (hD : D.IsHermitian) :
    ∃! d : Fin 4 → Matrix n n ℂ, (∀ k, (d k).IsHermitian) ∧ assemble d = D :=
  ⟨component D, ⟨component_isHermitian hD, assemble_eq_iff.2 rfl⟩,
    fun _ h => assemble_eq_iff.1 h.2⟩
```

**Q:** Where do real basis functions enter?

**A:** In two places. First, `quadForm` is $v^TMv=\sum_{ij}v_iM_{ij}v_j$ for real $v$. If $v$ holds the basis function values at a point and $D$ is a density matrix, the spin density there is $2v^TD_kv$ in units of $\hbar/2$, since $\mathrm{tr}(\sigma_k\sigma_l)=2\delta_{kl}$.

```lean
variable [Fintype n]

/-- The quadratic form `vᵀ M v` at a real vector `v`, such as the values of real basis
functions at a point. -/
def quadForm (M : Matrix n n ℂ) (v : n → ℝ) : ℂ :=
  ∑ i, (v i : ℂ) * ∑ j, M i j * (v j : ℂ)
```

Second, time reversal is $i\sigma_y$ times complex conjugation, which acts on coefficients alone only if the spatial functions are real. It sends $D$ to $(\sigma_y\otimes1)\overline D(\sigma_y\otimes1)$, with entrywise conjugation and no transpose. The orbital set is finite here, as it already was for `quadForm`.

```lean
variable [DecidableEq n]

/-- Spin time reversal of a two-component matrix, `(σ_y ⊗ 1) conj(D) (σ_y ⊗ 1)`. -/
def timeReversal (D : Matrix (Fin 2 × n) (Fin 2 × n) ℂ) : Matrix (Fin 2 × n) (Fin 2 × n) ℂ :=
  (pauli 2 ⊗ₖ (1 : Matrix n n ℂ)) * D.map (starRingEnd ℂ) * (pauli 2 ⊗ₖ (1 : Matrix n n ℂ))
```

**Q:** Show me the signs.

**A:** $\sigma_x$ and $\sigma_z$ are real and anticommute with $\sigma_y$, while $\overline{\sigma_y}=-\sigma_y$. Hence $\sigma_y\overline{\sigma_k}\sigma_y=\varepsilon_k\sigma_k$, and $D_k$ goes to $\varepsilon_k\overline{D_k}$. Lean checks the Pauli identity entry by entry in `hp`, then multiplies the Kronecker factors separately.

```lean
/-- Time reversal conjugates the charge component, and conjugates the spin components
with a change of sign. -/
theorem timeReversal_assemble (d : Fin 4 → Matrix n n ℂ) :
    timeReversal (assemble d) =
      assemble (fun k => timeSign k • (d k).map (starRingEnd ℂ)) := by
  have hp : ∀ k, pauli 2 * (pauli k).map (starRingEnd ℂ) * pauli 2 = timeSign k • pauli k := by
    intro k
    ext s t
    simp only [Matrix.mul_apply, Fin.sum_univ_two, Matrix.map_apply, Matrix.smul_apply,
      smul_eq_mul]
    fin_cases k <;> fin_cases s <;> fin_cases t <;> simp [pauli_entries, timeSign]
  have hmap : (assemble d).map (starRingEnd ℂ) =
      ∑ k, (pauli k).map (starRingEnd ℂ) ⊗ₖ (d k).map (starRingEnd ℂ) := by
    ext ⟨s, i⟩ ⟨t, j⟩
    simp [assemble, Matrix.sum_apply, Matrix.kroneckerMap_apply]
  rw [timeReversal, hmap, Finset.mul_sum, Finset.sum_mul, assemble]
  refine Finset.sum_congr rfl fun k _ => ?_
  rw [← Matrix.mul_kronecker_mul, ← Matrix.mul_kronecker_mul, one_mul, mul_one, hp,
    Matrix.smul_kronecker, Matrix.kronecker_smul]
```

By uniqueness, $D$ is invariant exactly when $\varepsilon_k\overline{D_k}=D_k$ for every $k$.

```lean
/-- A two-component matrix is time-reversal invariant iff each component equals its own
complex conjugate times the time-reversal sign. -/
theorem timeReversal_eq_iff (D : Matrix (Fin 2 × n) (Fin 2 × n) ℂ) :
    timeReversal D = D ↔
      ∀ k, timeSign k • (component D k).map (starRingEnd ℂ) = component D k := by
  have h := timeReversal_assemble (component D)
  rw [(assemble_eq_iff.2 rfl : assemble (component D) = D)] at h
  rw [h]
  exact assemble_eq_iff.trans funext_iff
```

So $D_0$ is real, and being Hermitian it is symmetric. For $k\ge1$, $D_k=iA_k$ with $A_k$ real, and $D_k^\dagger=-iA_k^T=iA_k$ gives $A_k^T=-A_k$. The proof takes `S` and `A` to be the real and imaginary parts. Conversely, these forms satisfy the sign condition directly.

```lean
/-- A Hermitian two-component matrix is time-reversal invariant iff its charge component is
real symmetric and its three spin components are `i` times real antisymmetric matrices. -/
theorem kramers_invariant_iff {D : Matrix (Fin 2 × n) (Fin 2 × n) ℂ} (hD : D.IsHermitian) :
    timeReversal D = D ↔
      (∃ S : Matrix n n ℝ, Sᵀ = S ∧ component D 0 = S.map Complex.ofReal) ∧
      ∀ k ≠ 0, ∃ A : Matrix n n ℝ, Aᵀ = -A ∧
        component D k = Complex.I • A.map Complex.ofReal := by
  rw [timeReversal_eq_iff]
  constructor
  · intro h
    refine ⟨⟨(component D 0).map Complex.re, ?_, ?_⟩,
      fun k hk => ⟨(component D k).map Complex.im, ?_, ?_⟩⟩
    · ext i j
      have s := congrArg Complex.re ((component_isHermitian hD 0).apply i j)
      simpa using s
    · ext i j
      have e := congrArg Complex.im (congrFun (congrFun (h 0) i) j)
      simp [timeSign] at e
      apply Complex.ext
      · simp
      · simp; linarith
    · ext i j
      have s := congrArg Complex.im ((component_isHermitian hD k).apply i j)
      simp at s
      simp; linarith
    · ext i j
      have e := congrArg Complex.re (congrFun (congrFun (h k) i) j)
      simp [timeSign, hk] at e
      apply Complex.ext
      · simp; linarith
      · simp
  · rintro ⟨⟨S, _, h0⟩, hA⟩ k
    by_cases hk : k = 0
    · subst hk
      rw [h0]
      ext i j
      simp [timeSign]
    · obtain ⟨A, _, h⟩ := hA k hk
      rw [h]
      ext i j
      simp [timeSign, hk]
```

**Q:** The name says Kramers. Do I get degenerate pairs?

**A:** Yes, but they are not proved here. If $D$ is Hermitian and invariant, time reversal takes each eigenvector to an orthogonal one with the same eigenvalue, so the eigenvalues come in pairs. The theorems here characterise the invariant matrices by their components. They do not show that an SCF solution is invariant.

**Q:** What about the spin density?

**A:** If $M$ is antisymmetric, exchanging $i$ and $j$ gives $v^TMv=-v^TMv$, so the form is zero. Conversely, let $e_i$ be the unit vectors. Subtracting the forms at $e_i$ and $e_j$ from that at $e_i+e_j$ leaves $M_{ij}+M_{ji}=0$.

```lean
/-- The form `vᵀ M v` vanishes for all real `v` iff `M` is antisymmetric. -/
theorem quadForm_eq_zero_iff (M : Matrix n n ℂ) :
    (∀ v, quadForm M v = 0) ↔ ∀ i j, M j i = -M i j := by
  constructor
  · intro h i j
    have hc : ∀ i a : n, (((Pi.single i (1 : ℝ) : n → ℝ) a : ℝ) : ℂ) =
        if a = i then 1 else 0 := by
      intro i a
      by_cases h : a = i
      · subst h
        simp
      · simp [h]
    -- polarisation with unit vectors
    have h1 := h (Pi.single i 1)
    have h2 := h (Pi.single j 1)
    have h3 := h (Pi.single i 1 + Pi.single j 1)
    simp only [quadForm, Pi.add_apply, Complex.ofReal_add, hc, add_mul, mul_add,
      Finset.sum_add_distrib, mul_ite, ite_mul, mul_one, one_mul, mul_zero, zero_mul,
      Finset.sum_ite_eq', Finset.mem_univ, if_true] at h1 h2 h3
    linear_combination h3 - h1 - h2
  · intro hM v
    -- exchanging the summation indices changes the sign
    have h : quadForm M v = -quadForm M v := by
      simp only [quadForm, Finset.mul_sum]
      rw [← Finset.sum_neg_distrib, Finset.sum_comm]
      refine Finset.sum_congr rfl fun j _ => ?_
      rw [← Finset.sum_neg_distrib]
      refine Finset.sum_congr rfl fun i _ => ?_
      linear_combination ((v i : ℂ) * (v j : ℂ)) * hM i j
    linear_combination (1 / 2) * h
```

For Hermitian $D_k$, antisymmetry is the same as $\overline{D_k}=-D_k$, which gives a second criterion.

```lean
/-- A Hermitian two-component matrix is time-reversal invariant iff its charge component is
real and the forms `vᵀ Dₖ v` of its three spin components vanish for all real `v`. -/
theorem invariant_iff_spin_forms_vanish {D : Matrix (Fin 2 × n) (Fin 2 × n) ℂ}
    (hD : D.IsHermitian) :
    timeReversal D = D ↔ (component D 0).map (starRingEnd ℂ) = component D 0 ∧
      ∀ k ≠ 0, ∀ v, quadForm (component D k) v = 0 := by
  have hs : ∀ k i j, starRingEnd ℂ (component D k i j) = component D k j i :=
    fun k i j => (component_isHermitian hD k).apply j i
  rw [timeReversal_eq_iff]
  constructor
  · intro h
    refine ⟨by simpa [timeSign] using h 0, fun k hk => (quadForm_eq_zero_iff _).2 fun i j => ?_⟩
    have e := congrFun (congrFun (h k) i) j
    simp only [timeSign, if_neg hk, Matrix.smul_apply, Matrix.map_apply, smul_eq_mul] at e
    linear_combination -hs k i j - e
  · rintro ⟨h0, h⟩ k
    by_cases hk : k = 0
    · subst hk
      simpa [timeSign] using h0
    · ext i j
      have a := (quadForm_eq_zero_iff _).1 (h k hk) i j
      simp only [timeSign, if_neg hk, Matrix.smul_apply, Matrix.map_apply, smul_eq_mul]
      linear_combination -hs k i j - a
```

Thus, in a finite real basis, an invariant two-component density matrix gives a density functional no spin density at any point. The converse in the theorem assumes a real $D_0$ and vanishing forms for all real $v$. Zero spin density at every point can be a weaker condition, because for some bases the function values do not supply enough vectors $v$.

**Q:** Give me numbers with a spin part that survives.

**A:** Take $D=1\otimes1+\sigma_z\otimes\sigma_y$, so $D_3=\sigma_y$. For $v=(2,3)$,

$$v^T\sigma_yv=2(-i)3+3(i)2=0,$$

although $D_3\neq0$. In an orthonormal basis $p_x,p_y$, the normalised $D/2$ describes two electrons: spin up in $(p_x+ip_y)/\sqrt2$ and spin down in $(p_x-ip_y)/\sqrt2$. The last theorem checks the invariance of $D$ and its non-zero component.

```lean
/-- For two orbitals, `1 ⊗ 1 + σ_z ⊗ σ_y` is time-reversal invariant, and its third spin
component is the non-zero matrix `σ_y`. -/
theorem invariant_with_spin_component :
    timeReversal (assemble ![1, 0, 0, pauli 2]) = assemble ![1, 0, 0, pauli 2] ∧
    component (assemble ![1, 0, 0, pauli 2]) 3 = pauli 2 ∧ pauli 2 ≠ 0 := by
  have hd : (![1, 0, 0, pauli 2] : Fin 4 → Matrix (Fin 2) (Fin 2) ℂ) =
      component (assemble ![1, 0, 0, pauli 2]) := assemble_eq_iff.1 rfl
  refine ⟨?_, (congrFun hd 3).symm, fun h => ?_⟩
  · rw [timeReversal_assemble]
    refine congrArg assemble ?_
    funext k
    fin_cases k
    · change timeSign 0 • (1 : Matrix (Fin 2) (Fin 2) ℂ).map (starRingEnd ℂ) = 1
      ext i j
      fin_cases i <;> fin_cases j <;> simp [timeSign]
    · change timeSign 1 • (0 : Matrix (Fin 2) (Fin 2) ℂ).map (starRingEnd ℂ) = 0
      ext i j
      simp
    · change timeSign 2 • (0 : Matrix (Fin 2) (Fin 2) ℂ).map (starRingEnd ℂ) = 0
      ext i j
      simp
    · change timeSign 3 • (pauli 2).map (starRingEnd ℂ) = pauli 2
      ext i j
      fin_cases i <;> fin_cases j <;> simp [timeSign, pauli_entries]
  · have e := congrFun (congrFun h 1) 0
    simp [pauli_entries] at e

end

end KramersDensityMatrix
```

```lean
#print axioms KramersDensityMatrix.hermitian_existsUnique
#print axioms KramersDensityMatrix.kramers_invariant_iff
#print axioms KramersDensityMatrix.invariant_iff_spin_forms_vanish
#print axioms KramersDensityMatrix.invariant_with_spin_component
```

```
'KramersDensityMatrix.hermitian_existsUnique' depends on axioms: [propext, Classical.choice, Quot.sound]
'KramersDensityMatrix.kramers_invariant_iff' depends on axioms: [propext, Classical.choice, Quot.sound]
'KramersDensityMatrix.invariant_iff_spin_forms_vanish' depends on axioms: [propext, Classical.choice, Quot.sound]
'KramersDensityMatrix.invariant_with_spin_component' depends on axioms: [propext, Classical.choice, Quot.sound]
```
